# Under Young's equation, the critical radius of a spherical-cap nucleus is the same for every nonzero contact angle

## Why doesn't the substrate shrink the critical radius?

To estimate a heterogeneous nucleation rate, I take the barrier of a free spherical nucleus, \(16\pi\gamma^3/(3g^2)\), multiply it by a factor \(f(\theta)\), and put the product into the Boltzmann exponential. Here \(\gamma\) is the tension between nucleus and parent phase, \(g\) the bulk free energy gained per volume, and \(\theta\) the contact angle. The recipe keeps the critical radius at \(2\gamma/g\), whatever the angle. That puzzles me: the substrate replaces part of the surface, and the base has tensions of its own. Shouldn't the maximum move? And how can a single factor account for the volume, the curved surface and the base?

## The volume and surface terms shrink by the same factor

The maximum stays put because Young's equation makes the total surface cost shrink by exactly the factor by which the volume shrinks. What gets smaller is the volume of the critical nucleus, while its radius of curvature is unchanged.

Let \(r\) be the radius of curvature and \(c=\cos\theta\). With the sphere's centre at \(z=0\), the substrate lies at \(z=rc\). Summing discs gives the volume

\[
V=\int_{rc}^{r}\pi(r^2-z^2)\,dz=\frac{\pi r^3}{3}(2-3c+c^3)=\frac{4\pi r^3}{3}f,\qquad f=\frac{(2+c)(1-c)^2}{4},
\]

since \((2+c)(1-c)^2=2-3c+c^3\). Summing rings gives the curved area

\[
A=\int_0^\theta 2\pi r^2\sin\varphi\,d\varphi=2\pi r^2(1-c).
\]

The base has area \(\pi r^2\sin^2\theta\). On it, substrate–parent interface with tension \(\gamma_{sp}\) is replaced by substrate–nucleus interface with tension \(\gamma_{sn}\), so the free energy is

\[
W(r)=-gV+\gamma A+(\gamma_{sn}-\gamma_{sp})\pi r^2\sin^2\theta .
\]

Young's equation, \(\gamma_{sp}=\gamma_{sn}+\gamma c\), turns the last term into \(-\gamma c\,\pi r^2\sin^2\theta\). The surface terms then add up to

\[
\pi r^2\gamma\,[2(1-c)-c(1-c^2)]=\pi r^2\gamma\,(2-3c+c^3)=4\pi r^2\gamma f,
\]

and therefore

\[
W(r)=f\left(4\pi r^2\gamma-\tfrac43\pi r^3 g\right).
\]

Now put \(s=2\gamma/g\), so that \(\gamma=gs/2\) and \(W(r)=f\,\frac{2\pi g}{3}(3sr^2-2r^3)\). At \(r=s\) this is \(f\,\frac{2\pi g}{3}s^3=f\,\frac{16\pi\gamma^3}{3g^2}\). For any other radius,

\[
W(s)-W(r)=f\,\frac{2\pi g}{3}(s^3-3sr^2+2r^3)=f\,\frac{2\pi g}{3}(r-s)^2(2r+s).
\]

For \(0<\theta\le\pi\) we have \(-1\le c<1\), hence \(f>0\). With \(\gamma,g>0\), the right-hand side is positive for every \(r>0\) other than \(s\), which makes \(s\) the unique maximum.

The two ends of the angle range are instructive. At \(\theta=\pi\) the base vanishes, \(f=1\), and the free-sphere barrier returns. At \(\theta=0\) the cap has no volume and \(W=0\) for every \(r\), so there is no strict maximum.

In the Lean file, `capVolume` and `capArea` are the two integrals above, `baseArea` is the disc, and `freeEnergy` is \(W\) with all three tensions as separate real numbers. The main theorem, `nucleation_barrier`, assumes \(\gamma,g>0\) and \(0<\theta\le\pi\). It states the barrier height and says that \(W\) is strictly lower at every other positive radius.

The hypothesis `young` stands for the balance of tensions along the substrate at the contact line; it is assumed and not derived from a minimisation over shapes. The radii compared all belong to caps with the same \(\theta\). The model has a flat substrate and constant, isotropic tensions, without line tension or elastic strain.

```lean
import Mathlib

open Real

namespace HeterogeneousNucleation

noncomputable section

/-- Volume of a spherical cap of radius `r` and contact angle `θ`, summed over discs of
area `π (r² - z²)` from the substrate plane `z = r cos θ` to the top `z = r`. -/
def capVolume (θ r : ℝ) : ℝ := ∫ z in (r * Real.cos θ)..r, π * (r ^ 2 - z ^ 2)

/-- Area of the curved surface of the cap, summed over rings of radius `r sin φ` and
width `r dφ` from the top to the contact line. -/
def capArea (θ r : ℝ) : ℝ := ∫ φ in (0 : ℝ)..θ, 2 * π * (r * Real.sin φ) * r

/-- Area of the disc on which the cap touches the substrate. -/
def baseArea (θ r : ℝ) : ℝ := π * (r * Real.sin θ) ^ 2

/-- Free energy of forming the cap: bulk gain `g` per volume, tension `γ` between nucleus and
parent phase, and a base where substrate-parent interface (tension `γsp`) is replaced by
substrate-nucleus interface (tension `γsn`). -/
def freeEnergy (γ γsn γsp g θ r : ℝ) : ℝ :=
  -g * capVolume θ r + γ * capArea θ r + (γsn - γsp) * baseArea θ r

/-- The shape factor `(2 + cos θ)(1 - cos θ)² / 4` of the contact angle `θ`. -/
def shapeFactor (θ : ℝ) : ℝ := (2 + Real.cos θ) * (1 - Real.cos θ) ^ 2 / 4

/-- The cap volume is the volume of the full sphere times the shape factor. -/
theorem capVolume_eq (θ r : ℝ) :
    capVolume θ r = 4 / 3 * π * r ^ 3 * shapeFactor θ := by
  -- an antiderivative of the disc area
  have h : ∀ z : ℝ, HasDerivAt (fun z : ℝ => π * (r ^ 2 * z - z * z * z / 3))
      (π * (r ^ 2 - z ^ 2)) z := by
    intro z
    have h1 := hasDerivAt_id' z
    exact (((h1.const_mul (r ^ 2)).fun_sub
      (((h1.fun_mul h1).fun_mul h1).div_const 3)).const_mul π).congr_deriv (by ring)
  unfold capVolume shapeFactor
  rw [intervalIntegral.integral_eq_sub_of_hasDerivAt (fun z _ => h z)
    (Continuous.intervalIntegrable (by fun_prop) _ _)]
  ring

/-- The curved surface of the cap has area `2 π r² (1 - cos θ)`. -/
theorem capArea_eq (θ r : ℝ) : capArea θ r = 2 * π * r ^ 2 * (1 - Real.cos θ) := by
  have h : ∀ φ : ℝ, HasDerivAt (fun φ : ℝ => -(2 * π * r ^ 2) * Real.cos φ)
      (2 * π * (r * Real.sin φ) * r) φ := by
    intro φ
    exact ((Real.hasDerivAt_cos φ).const_mul (-(2 * π * r ^ 2))).congr_deriv (by ring)
  unfold capArea
  rw [intervalIntegral.integral_eq_sub_of_hasDerivAt (fun φ _ => h φ)
    (Continuous.intervalIntegrable (by fun_prop) _ _), Real.cos_zero]
  ring

/-- If the contact angle obeys Young's equation, the free energy of the cap is the shape factor
times the free energy of a full sphere of the same radius. -/
theorem freeEnergy_eq {γ γsn γsp θ : ℝ} (g r : ℝ)
    (young : γsp = γsn + γ * Real.cos θ) :
    freeEnergy γ γsn γsp g θ r =
      shapeFactor θ * (4 * π * r ^ 2 * γ - 4 / 3 * π * r ^ 3 * g) := by
  subst young
  unfold freeEnergy
  rw [capVolume_eq, capArea_eq]
  unfold baseArea shapeFactor
  linear_combination (-γ * Real.cos θ * π * r ^ 2) * Real.sin_sq_add_cos_sq θ

/-- The shape factor increases strictly with the contact angle between `0` and `π`. -/
theorem shapeFactor_strictMonoOn : StrictMonoOn shapeFactor (Set.Icc 0 π) := by
  intro a ha b hb hab
  have hc : Real.cos b < Real.cos a := Real.strictAntiOn_cos ha hb hab
  have h1 : Real.cos a ^ 2 ≤ 1 := by
    nlinarith [Real.sin_sq_add_cos_sq a, sq_nonneg (Real.sin a)]
  have h2 : Real.cos b ^ 2 ≤ 1 := by
    nlinarith [Real.sin_sq_add_cos_sq b, sq_nonneg (Real.sin b)]
  have hd : 0 < Real.cos a - Real.cos b := sub_pos.mpr hc
  -- the difference of shape factors contains this positive factor
  have h3 : 0 < 3 - Real.cos a ^ 2 - Real.cos a * Real.cos b - Real.cos b ^ 2 := by
    nlinarith [mul_pos hd hd]
  have h4 := mul_pos hd h3
  unfold shapeFactor
  linarith [h4, show (2 + Real.cos b) * (1 - Real.cos b) ^ 2 / 4
      - (2 + Real.cos a) * (1 - Real.cos a) ^ 2 / 4
      = (Real.cos a - Real.cos b) *
        (3 - Real.cos a ^ 2 - Real.cos a * Real.cos b - Real.cos b ^ 2) / 4 by ring]

/-- The shape factor is positive for every contact angle `0 < θ ≤ π`. -/
theorem shapeFactor_pos {θ : ℝ} (h0 : 0 < θ) (hπ : θ ≤ π) : 0 < shapeFactor θ := by
  have h := shapeFactor_strictMonoOn ⟨le_rfl, Real.pi_pos.le⟩ ⟨h0.le, hπ⟩ h0
  have hz : shapeFactor 0 = 0 := by simp [shapeFactor]
  linarith

/-- The shape factors of two supplementary contact angles add up to one. -/
theorem shapeFactor_add_supplement (θ : ℝ) :
    shapeFactor θ + shapeFactor (π - θ) = 1 := by
  simp only [shapeFactor, Real.cos_pi_sub]
  ring

/-- Under Young's equation and for `g ≠ 0`, the free energy at radius `r` differs from that at
`2γ/g` by an explicit multiple of the squared distance of `r` from `2γ/g`. -/
theorem freeEnergy_deficit {γ γsn γsp g θ : ℝ} (r : ℝ) (hg : g ≠ 0)
    (young : γsp = γsn + γ * Real.cos θ) :
    freeEnergy γ γsn γsp g θ (2 * γ / g) - freeEnergy γ γsn γsp g θ r =
      shapeFactor θ * (2 * π * g / 3) * (r - 2 * γ / g) ^ 2 * (2 * r + 2 * γ / g) := by
  rw [freeEnergy_eq g _ young, freeEnergy_eq g _ young]
  field_simp
  ring

/-- Heterogeneous nucleation barrier: for `γ, g > 0` and a contact angle `0 < θ ≤ π` obeying
Young's equation, the free energy at `r = 2γ/g` is the shape factor times `16πγ³/(3g²)`, and at
every other positive radius it is strictly lower. -/
theorem nucleation_barrier {γ γsn γsp g θ : ℝ} (hγ : 0 < γ) (hg : 0 < g)
    (h0 : 0 < θ) (hπ : θ ≤ π) (young : γsp = γsn + γ * Real.cos θ) :
    freeEnergy γ γsn γsp g θ (2 * γ / g) =
        shapeFactor θ * (16 * π * γ ^ 3 / (3 * g ^ 2)) ∧
      ∀ r : ℝ, 0 < r → r ≠ 2 * γ / g →
        freeEnergy γ γsn γsp g θ r < freeEnergy γ γsn γsp g θ (2 * γ / g) := by
  constructor
  · rw [freeEnergy_eq g _ young]
    field_simp
    ring
  · intro r hr hne
    have hf := shapeFactor_pos h0 hπ
    have hd : r - 2 * γ / g ≠ 0 := sub_ne_zero.mpr hne
    -- every factor of the deficit is positive
    have hpos : 0 < shapeFactor θ * (2 * π * g / 3) * (r - 2 * γ / g) ^ 2 *
        (2 * r + 2 * γ / g) := by positivity
    rw [← freeEnergy_deficit r hg.ne' young] at hpos
    linarith

/-- Under Young's equation and for `g ≠ 0`, the free energy of the cap of radius `2γ/g` is half
the bulk driving force `g` times the volume of that cap. -/
theorem barrier_eq_half_driving {γ γsn γsp g θ : ℝ} (hg : g ≠ 0)
    (young : γsp = γsn + γ * Real.cos θ) :
    freeEnergy γ γsn γsp g θ (2 * γ / g) = g / 2 * capVolume θ (2 * γ / g) := by
  rw [freeEnergy_eq g _ young, capVolume_eq]
  field_simp
  ring

end

end HeterogeneousNucleation
```

```lean
#print axioms HeterogeneousNucleation.shapeFactor_add_supplement
-- 'HeterogeneousNucleation.shapeFactor_add_supplement' depends on axioms: [propext, Classical.choice, Quot.sound]
#print axioms HeterogeneousNucleation.nucleation_barrier
-- 'HeterogeneousNucleation.nucleation_barrier' depends on axioms: [propext, Classical.choice, Quot.sound]
#print axioms HeterogeneousNucleation.barrier_eq_half_driving
-- 'HeterogeneousNucleation.barrier_eq_half_driving' depends on axioms: [propext, Classical.choice, Quot.sound]
```

`capVolume_eq` and `capArea_eq` evaluate the integrals. Each supplies an antiderivative, checks its derivative, and applies the fundamental theorem of calculus through `intervalIntegral.integral_eq_sub_of_hasDerivAt`.

`freeEnergy_eq` is the step that answers your question. `subst young` eliminates \(\gamma_{sp}\), after which \(\gamma_{sn}\) cancels. What remains is polynomial algebra, except that the base contains \(\sin^2\theta\) while \(f\) contains only cosines. The tactic `ring` treats `Real.sin θ` and `Real.cos θ` as unrelated variables, so it cannot close this gap alone. `linear_combination` is therefore given the identity \(\sin^2\theta+\cos^2\theta=1\) together with the multiplier \(-\gamma c\pi r^2\), which is the coefficient of \(\sin^2\theta\) in the base term. It subtracts that multiple of the identity from the goal and lets `ring` confirm that nothing is left over.

`shapeFactor_strictMonoOn` shows that \(f\) increases strictly on \([0,\pi]\). For angles \(a<b\), it factors \(f(b)-f(a)\) as

\[
\tfrac14(\cos a-\cos b)(3-\cos^2a-\cos a\cos b-\cos^2b)
\]

and shows both brackets to be positive. `shapeFactor_pos` then gets \(f>0\) by comparison with \(f(0)=0\), where the argument above read it off the factors.

`freeEnergy_deficit` is the formula for \(W(s)-W(r)\): `field_simp` clears the denominators and `ring` compares the polynomials. In `nucleation_barrier`, the same two tactics give the height, and `positivity` checks the sign of the deficit factor by factor, so no derivative of \(W\) is needed.

Two further theorems concern sizes. `shapeFactor_add_supplement` says \(f(\theta)+f(\pi-\theta)=1\), as it must for the two caps into which a plane cuts a sphere. `barrier_eq_half_driving` says \(W(s)=\tfrac{g}{2}V(s)\): the barrier is half the bulk driving force times the volume of the critical cap.

For simulation practice, the strict increase of \(f\) means that a ratio of heterogeneous to homogeneous barriers, at equal \(\gamma\) and \(g\), fixes a single contact angle, provided that the nucleus is well described as a cap with constant tensions.
